# Mixing of ¹S with a higher configuration lowers the p² interval ratio below 3/2 in a two-state model

If a p² spectrum is described by a single configuration in LS coupling, with the same orbitals for all terms and without spin-orbit coupling, the interval from ¹D to ¹S is 3/2 times the interval from ³P to ¹D, whatever the strength of the electron repulsion. Suppose that ¹S in fact mixes with a ¹S state of a second, higher-lying configuration while ³P and ¹D do not mix. A repulsion parameter fitted to the lower interval then places ¹S too high, and no readjustment of that parameter changes the single-configuration prediction of 3/2. The size of the error follows from a two-by-two eigenvalue problem, in which all energies and couplings are real numbers.

In Lean 4 with Mathlib:

```lean
import Mathlib

open Matrix

namespace PSquaredTermRatio

noncomputable section
```

## Term energies and the coupled ¹S problem

Let $E_0$ be the energy offset common to all terms, and let $F$ be the Slater parameter usually written $F_2$, which is the radial integral $F^2$ divided by 25. In LS coupling, with the electron repulsion taken to first order and spin-orbit coupling neglected, the lowest term lies at

$$E({}^3P)=E_0-5F.$$

```lean
/-- Energy of the ³P term of p², with common offset `E0` and Slater parameter `F`. -/
def energy3P (E0 F : ℝ) : ℝ := E0 - 5 * F
```

The ¹D term lies $6F$ higher:

$$E({}^1D)=E_0+F.$$

```lean
/-- Energy of the ¹D term of p². -/
def energy1D (E0 F : ℝ) : ℝ := E0 + F
```

Both energies enter as definitions; they are not derived from a two-electron Hamiltonian. The single-configuration ¹S energy is $a=E_0+10F$. A second ¹S state at $a+D$ is coupled to it by the matrix element $v$, which stands for the electron repulsion between the two configurations. With the two states normalised and orthogonal to each other, the Hamiltonian matrix is

$$H=\begin{pmatrix}a&v\\v&a+D\end{pmatrix}.$$

```lean
/-- Hamiltonian of the ¹S symmetry: the p² state at `E0 + 10 F` is coupled by `v` to a
second configuration state whose energy differs from it by `D`. -/
def hamiltonian1S (E0 F D v : ℝ) : Matrix (Fin 2) (Fin 2) ℝ :=
  !![E0 + 10 * F, v; v, E0 + 10 * F + D]
```

An energy level is a number $E$ for which $Hx=Ex$ has a solution $x\neq0$. The components of $x$ are the amplitudes $x_0$ of the p² state and $x_1$ of the second state, and $x$ need not be normalised.

```lean
/-- `E` is an energy level of `H`: there is a nonzero state `x` with `H x = E x`. -/
def IsLevel (H : Matrix (Fin 2) (Fin 2) ℝ) (E : ℝ) : Prop :=
  ∃ x : Fin 2 → ℝ, x ≠ 0 ∧ H *ᵥ x = E • x
```

The ¹S energy $S$ is the least element of the set of levels. The square-root formula for it therefore has to be proved.

```lean
/-- `E` is the lowest energy level of `H`. -/
def IsLowestLevel (H : Matrix (Fin 2) (Fin 2) ℝ) (E : ℝ) : Prop :=
  IsLeast {E' | IsLevel H E'} E
```

The quantity of interest is

$$R=\frac{S-E({}^1D)}{E({}^1D)-E({}^3P)}=\frac{S-E_0-F}{6F}.$$

```lean
/-- The interval ratio (E(¹S) - E(¹D)) / (E(¹D) - E(³P)) for a ¹S energy `S`. -/
def intervalRatio (E0 F S : ℝ) : ℝ :=
  (S - energy1D E0 F) / (energy1D E0 F - energy3P E0 F)
```

## The ratio without mixing

For $S=a$ the numerator is $9F$, so $R=9F/6F=3/2$ for every $F\neq0$. The proof shows that the denominator is nonzero, clears it and compares the two sides.

```lean
/-- For `F ≠ 0` and the ¹S term at its single-configuration energy `E0 + 10 F`, the interval ratio
is 3/2. -/
theorem ratio_single_configuration (E0 : ℝ) {F : ℝ} (hF : F ≠ 0) :
    intervalRatio E0 F (E0 + 10 * F) = 3 / 2 := by
  have h6 : energy1D E0 F - energy3P E0 F ≠ 0 := by
    have h : energy1D E0 F - energy3P E0 F = 6 * F := by
      unfold energy1D energy3P; ring
    rw [h]
    exact mul_ne_zero (by norm_num) hF
  unfold intervalRatio
  rw [div_eq_iff h6]
  unfold energy1D energy3P
  ring
```

## From the eigenvalue condition to the lowest level

The two rows of $Hx=Ex$ read

$$(a-E)x_0+vx_1=0,\qquad vx_0+(a+D-E)x_1=0.$$

Multiply the first by $a+D-E$ and subtract $v$ times the second. This gives

$$\big[(a-E)(a+D-E)-v^2\big]x_0=0,$$

and the corresponding elimination gives the same equation for $x_1$. If the bracket were nonzero, both amplitudes would vanish, so every level satisfies

$$(a-E)(a+D-E)=v^2.$$

Conversely, if this secular equation holds, the vector $(v,\,E-a)$ is an eigenvector. Its first row is an identity, its second row is the secular equation, and it is nonzero because $v\neq0$. The normalised state is this vector divided by $\sqrt{v^2+(E-a)^2}$. In the proof, the `linear_combination` steps for `z0` and `z1` are the two eliminations.

```lean
/-- The levels of the coupled ¹S problem are the solutions of its secular equation. -/
theorem isLevel_iff_secular (E0 F D E : ℝ) {v : ℝ} (hv : v ≠ 0) :
    IsLevel (hamiltonian1S E0 F D v) E ↔
      (E0 + 10 * F - E) * (E0 + 10 * F + D - E) = v ^ 2 := by
  constructor
  · rintro ⟨x, hx, h⟩
    have h0 : (E0 + 10 * F) * x 0 + v * x 1 = E * x 0 := by
      simpa [hamiltonian1S, Matrix.mulVec, dotProduct, Fin.sum_univ_two] using congrFun h 0
    have h1 : v * x 0 + (E0 + 10 * F + D) * x 1 = E * x 1 := by
      simpa [hamiltonian1S, Matrix.mulVec, dotProduct, Fin.sum_univ_two] using congrFun h 1
    by_contra hne
    have k := sub_ne_zero.mpr hne
    -- a nonvanishing secular determinant forces both amplitudes to vanish
    have z0 : x 0 = 0 := by
      have e : ((E0 + 10 * F - E) * (E0 + 10 * F + D - E) - v ^ 2) * x 0 = 0 := by
        linear_combination (E0 + 10 * F + D - E) * h0 - v * h1
      exact (mul_eq_zero.mp e).resolve_left k
    have z1 : x 1 = 0 := by
      have e : ((E0 + 10 * F - E) * (E0 + 10 * F + D - E) - v ^ 2) * x 1 = 0 := by
        linear_combination (E0 + 10 * F - E) * h1 - v * h0
      exact (mul_eq_zero.mp e).resolve_left k
    apply hx
    ext i
    fin_cases i <;> simp [z0, z1]
  · intro h
    -- an explicit eigenvector
    refine ⟨![v, E - (E0 + 10 * F)], ?_, ?_⟩
    · intro h0
      exact hv (by simpa using congrFun h0 0)
    · ext i
      fin_cases i
      · simp [hamiltonian1S, Matrix.mulVec, dotProduct, Fin.sum_univ_two]
        ring
      · simp [hamiltonian1S, Matrix.mulVec, dotProduct, Fin.sum_univ_two]
        linear_combination -h
```

Write $s=\sqrt{D^2+4v^2}$ and $\delta=a-E$. The secular equation $\delta(\delta+D)=v^2$ is equivalent to $(2\delta+D)^2=s^2$. The lower energy belongs to the larger $\delta$, hence

$$S=a-\frac{s-D}{2}.$$

This value is a level, since $\frac{s-D}{2}\cdot\frac{s+D}{2}=v^2$. A level below it would have $2\delta+D>s\ge0$, which makes $(2\delta+D-s)(2\delta+D+s)$ positive, although the secular equation makes this product zero. The statement `key` contains both arguments, and uniqueness of a least element turns it into an equivalence.

```lean
/-- The lowest level of the coupled ¹S problem is the lower root of the secular equation. -/
theorem isLowestLevel_iff (E0 F D S : ℝ) {v : ℝ} (hv : v ≠ 0) :
    IsLowestLevel (hamiltonian1S E0 F D v) S ↔
      S = E0 + 10 * F - (Real.sqrt (D ^ 2 + 4 * v ^ 2) - D) / 2 := by
  have hs : Real.sqrt (D ^ 2 + 4 * v ^ 2) ^ 2 = D ^ 2 + 4 * v ^ 2 :=
    Real.sq_sqrt (by positivity)
  have hs0 := Real.sqrt_nonneg (D ^ 2 + 4 * v ^ 2)
  set s := Real.sqrt (D ^ 2 + 4 * v ^ 2)
  have key : IsLowestLevel (hamiltonian1S E0 F D v) (E0 + 10 * F - (s - D) / 2) := by
    constructor
    · refine (isLevel_iff_secular E0 F D _ hv).mpr ?_
      linear_combination hs / 4
    · intro E hE
      have h := (isLevel_iff_secular E0 F D E hv).mp hE
      by_contra hlt
      have hlt' := lt_of_not_ge hlt
      -- below the lower root the secular polynomial is strictly positive
      have p1 : 0 < 2 * (E0 + 10 * F - E) + D - s := by linarith
      have p2 : 0 < 2 * (E0 + 10 * F - E) + D + s := by linarith
      have p3 := mul_pos p1 p2
      have p4 : (2 * (E0 + 10 * F - E) + D - s) * (2 * (E0 + 10 * F - E) + D + s) = 0 := by
        linear_combination 4 * h - hs
      linarith
  constructor
  · intro h
    exact IsLeast.unique h key
  · intro h
    rw [h]
    exact key
```

## The ratio with mixing

Substituting $S$ gives

$$R=\frac{9F-(s-D)/2}{6F}=\frac32-\frac{\sqrt{D^2+4v^2}-D}{12F}.$$

Since $v\neq0$, $s^2=D^2+4v^2>D^2$ and therefore $s>D$. With $F>0$ the subtracted term is positive, so $R<3/2$.

The theorem assumes $F>0$, $v\neq0$ and that $S$ is the lowest level of $H$. It puts no condition on the sign of $D$. For $D<0$, however, the lowest level belongs mainly to the second configuration, so the usual reading of $S$ as the p² ¹S term requires $D>0$. The inequality also depends on ³P and ¹D staying fixed: in a larger configuration-interaction calculation they may shift as well, and the model does not say what the ratio then does.

```lean
/-- For `F > 0` and `v ≠ 0`, the interval ratio formed with the lowest ¹S level equals 3/2 reduced
by (√(D² + 4v²) - D) / (12 F), and it is strictly below 3/2. -/
theorem ratio_with_configuration_interaction {E0 F D v S : ℝ} (hF : 0 < F) (hv : v ≠ 0)
    (hS : IsLowestLevel (hamiltonian1S E0 F D v) S) :
    intervalRatio E0 F S = 3 / 2 - (Real.sqrt (D ^ 2 + 4 * v ^ 2) - D) / (12 * F) ∧
      intervalRatio E0 F S < 3 / 2 := by
  have hE := (isLowestLevel_iff E0 F D S hv).mp hS
  have hr : intervalRatio E0 F S =
      3 / 2 - (Real.sqrt (D ^ 2 + 4 * v ^ 2) - D) / (12 * F) := by
    have h6 : energy1D E0 F - energy3P E0 F = 6 * F := by
      unfold energy1D energy3P; ring
    have hF' : F ≠ 0 := hF.ne'
    unfold intervalRatio
    rw [h6, hE, energy1D]
    field_simp
    ring
  refine ⟨hr, ?_⟩
  -- the coupling makes the square root exceed D
  have hv2 : 0 < v ^ 2 := by positivity
  have hlt : D < Real.sqrt (D ^ 2 + 4 * v ^ 2) :=
    Real.lt_sqrt_of_sq_lt (by linarith)
  have hpos : 0 < (Real.sqrt (D ^ 2 + 4 * v ^ 2) - D) / (12 * F) :=
    div_pos (by linarith) (by positivity)
  linarith
```

## The coupling recovered from the ratio

Now let $\delta=a-S$ be the lowering of ¹S. For $F\neq0$, which the theorem assumes, the definition of $R$ gives $\delta=6F\left(\tfrac32-R\right)$, and the secular equation gives

$$v^2=\delta(\delta+D).$$

Within this two-state model, term intervals thus determine the strength of the configuration interaction once $D$ is known, though not the sign of $v$. Here $D$ is the separation before mixing; the two ¹S levels of the coupled problem lie $\sqrt{D^2+4v^2}$ apart.

```lean
/-- The squared coupling expressed through the interval ratio, `F` and `D`. -/
theorem coupling_sq_from_ratio {E0 F D v S : ℝ} (hF : F ≠ 0) (hv : v ≠ 0)
    (hS : IsLowestLevel (hamiltonian1S E0 F D v) S) :
    v ^ 2 = 6 * F * (3 / 2 - intervalRatio E0 F S) *
      (6 * F * (3 / 2 - intervalRatio E0 F S) + D) := by
  have h := (isLevel_iff_secular E0 F D S hv).mp hS.1
  have h6 : energy1D E0 F - energy3P E0 F = 6 * F := by
    unfold energy1D energy3P; ring
  have hr : 6 * F * (3 / 2 - intervalRatio E0 F S) = E0 + 10 * F - S := by
    unfold intervalRatio
    rw [h6, energy1D]
    field_simp
    ring
  rw [hr]
  linear_combination -h
```

## Comparison with second-order perturbation theory

For $D>0$, second-order perturbation theory lowers ¹S by $v^2/D$, which corresponds to a ratio of $3/2-v^2/(6FD)$. The exact lowering satisfies $v^2=\delta^2+\delta D>\delta D$, so $\delta<v^2/D$. Dividing by $6F$ gives

$$\frac32-\frac{v^2}{6FD}<R.$$

The second-order estimate therefore exaggerates the effect of the mixing. In the proof, `hd` states $\delta>0$, and `nlinarith` uses the positivity of $\delta^2$.

```lean
/-- For `F > 0`, `D > 0` and `v ≠ 0`, the interval ratio formed with the lowest ¹S level lies
strictly above its second-order perturbation estimate 3/2 - v² / (6 F D). -/
theorem second_order_lt_ratio {E0 F D v S : ℝ} (hF : 0 < F) (hD : 0 < D) (hv : v ≠ 0)
    (hS : IsLowestLevel (hamiltonian1S E0 F D v) S) :
    3 / 2 - v ^ 2 / (6 * F * D) < intervalRatio E0 F S := by
  have hlt := (ratio_with_configuration_interaction hF hv hS).2
  have hc := coupling_sq_from_ratio hF.ne' hv hS
  have hd : 0 < 6 * F * (3 / 2 - intervalRatio E0 F S) :=
    mul_pos (by positivity) (by linarith)
  have hb : 3 / 2 - intervalRatio E0 F S < v ^ 2 / (6 * F * D) := by
    rw [lt_div_iff₀ (by positivity)]
    nlinarith [mul_pos hd hd]
  linarith
```

## When ¹S stays above ¹D

In this model, strong coupling can push ¹S below ¹D. Since $S-E({}^1D)=9F-\delta$, the secular equation yields

$$9F(9F+D)-v^2=(9F-\delta)(9F+\delta+D).$$

For $F>0$ and $D>0$ the last factor is positive, so the left side has the sign of $S-E({}^1D)$. The order of the two terms is kept exactly when $v^2<9F(9F+D)$. The identity is `hfac`, and the two directions of the equivalence read off the sign of the remaining factor.

```lean
/-- For `F > 0`, `D > 0` and `v ≠ 0`, the lowest ¹S level lies above ¹D exactly when v² < 9F (9F +
D). -/
theorem singletD_lt_singletS_iff {E0 F D v S : ℝ} (hF : 0 < F) (hD : 0 < D) (hv : v ≠ 0)
    (hS : IsLowestLevel (hamiltonian1S E0 F D v) S) :
    energy1D E0 F < S ↔ v ^ 2 < 9 * F * (9 * F + D) := by
  have h := (isLevel_iff_secular E0 F D S hv).mp hS.1
  have hE := (isLowestLevel_iff E0 F D S hv).mp hS
  have hv2 : 0 < v ^ 2 := by positivity
  have hlt : D < Real.sqrt (D ^ 2 + 4 * v ^ 2) :=
    Real.lt_sqrt_of_sq_lt (by linarith)
  have hd : 0 < E0 + 10 * F - S := by linarith
  -- the difference of the two sides factorises, with one factor positive
  have hfac : 9 * F * (9 * F + D) - v ^ 2 =
      (S - (E0 + F)) * (9 * F + (E0 + 10 * F - S) + D) := by
    linear_combination h
  have hp : 0 < 9 * F + (E0 + 10 * F - S) + D := by linarith
  unfold energy1D
  constructor
  · intro hlt'
    have := mul_pos (sub_pos.mpr hlt') hp
    linarith
  · intro hlt'
    have hprod : 0 < (S - (E0 + F)) * (9 * F + (E0 + 10 * F - S) + D) := by linarith
    exact sub_pos.mp (pos_of_mul_pos_left hprod hp.le)

end

end PSquaredTermRatio
```

```lean
#print axioms PSquaredTermRatio.ratio_single_configuration
-- 'PSquaredTermRatio.ratio_single_configuration' depends on axioms: [propext, Classical.choice, Quot.sound]
#print axioms PSquaredTermRatio.ratio_with_configuration_interaction
-- 'PSquaredTermRatio.ratio_with_configuration_interaction' depends on axioms: [propext, Classical.choice, Quot.sound]
#print axioms PSquaredTermRatio.second_order_lt_ratio
-- 'PSquaredTermRatio.second_order_lt_ratio' depends on axioms: [propext, Classical.choice, Quot.sound]
#print axioms PSquaredTermRatio.singletD_lt_singletS_iff
-- 'PSquaredTermRatio.singletD_lt_singletS_iff' depends on axioms: [propext, Classical.choice, Quot.sound]
```
